# Gaussian Landau-gauge orbitals of a spinless charged particle in a uniform magnetic field have energy ħω_c/2

The theorem `landauOrbital_energy` concerns a single spinless charged particle in the infinite plane, in a uniform perpendicular magnetic field with no other potential. Energies are in units of ħω_c and lengths in units of the magnetic length. The theorem states that for every real `k` the function ψ = exp(ikx − (y + k)²/2) satisfies Hψ = ψ/2 at every point. Here H is −1/2 times the sum of the squared covariant derivatives, which are ∂/∂x + iy and ∂/∂y for the vector potential (y, 0) in the file's sign convention. The orbital is unnormalised, and its plane-wave factor means it cannot be normalised over the whole plane, but the energy 1/2 does not depend on the orbital's scale. The attempt computes the first covariant derivatives as the function equalities `e1` and `e2`, substitutes them into the Hamiltonian, differentiates again and finishes with I² = −1.

Lean 4 with Mathlib refuses this proof:

```lean
import Mathlib

open Complex

namespace LandauGaugeDictionary

noncomputable section

/-- The covariant derivative along x, with vector potential component `a`. -/
def covX (a : ℝ → ℝ → ℝ) (f : ℝ → ℝ → ℂ) (x y : ℝ) : ℂ :=
  deriv (fun t => f t y) x + I * (a x y : ℂ) * f x y

/-- The covariant derivative along y, with vector potential component `a`. -/
def covY (a : ℝ → ℝ → ℝ) (f : ℝ → ℝ → ℂ) (x y : ℝ) : ℂ :=
  deriv (fun t => f x t) y + I * (a x y : ℂ) * f x y

/-- The Hamiltonian of a charged particle in the plane with vector potential `(a, b)`. -/
def hamiltonian (a b : ℝ → ℝ → ℝ) (f : ℝ → ℝ → ℂ) (x y : ℝ) : ℂ :=
  -(1 / 2) * (covX a (covX a f) x y + covY b (covY b f) x y)

/-- The Hamiltonian in the Landau gauge, with vector potential `(y, 0)`. -/
def landauHam : (ℝ → ℝ → ℂ) → ℝ → ℝ → ℂ :=
  hamiltonian (fun _ y => y) (fun _ _ => 0)

/-- The Landau-gauge orbital: a plane wave along x times a Gaussian centred at `y = -k`. -/
def landauOrbital (k x y : ℝ) : ℂ :=
  Complex.exp (I * k * x - ((y : ℂ) + k) ^ 2 / 2)

/-- The derivative along the real line of the exponential of a quadratic polynomial. -/
lemma hasDerivAt_quad {f : ℝ → ℂ} (a b c : ℂ)
    (hf : ∀ t : ℝ, f t = Complex.exp (a * (t : ℂ) ^ 2 + b * t + c)) (x : ℝ) :
    HasDerivAt f ((2 * a * x + b) * f x) x := by
  obtain rfl : f = fun t : ℝ => Complex.exp (a * (t : ℂ) ^ 2 + b * t + c) := funext hf
  have h : HasDerivAt (fun z : ℂ => a * z ^ 2 + b * z + c) (2 * a * x + b) (x : ℂ) := by
    have h1 := ((((hasDerivAt_id' (x : ℂ)).fun_pow 2).const_mul a).fun_add
      ((hasDerivAt_id' (x : ℂ)).const_mul b)).add_const c
    refine h1.congr_deriv ?_
    simp
    ring
  exact (h.cexp.comp_ofReal).congr_deriv (mul_comm _ _)

/-- The x-derivative of a Landau-gauge orbital is `ik` times the orbital. -/
lemma orbital_x (k x y : ℝ) :
    HasDerivAt (fun t => landauOrbital k t y) (I * k * landauOrbital k x y) x :=
  (hasDerivAt_quad (f := fun t => landauOrbital k t y) 0 (I * k) (-((y : ℂ) + k) ^ 2 / 2)
    (fun t => by unfold landauOrbital; congr 1; ring) x).congr_deriv (by ring)

/-- The y-derivative of a Landau-gauge orbital is `-(y + k)` times the orbital. -/
lemma orbital_y (k x y : ℝ) :
    HasDerivAt (fun t => landauOrbital k x t) (-((y : ℂ) + k) * landauOrbital k x y) y :=
  (hasDerivAt_quad (f := fun t => landauOrbital k x t) (-1 / 2) (-k)
    (I * k * x - (k : ℂ) ^ 2 / 2)
    (fun t => by unfold landauOrbital; congr 1; ring) y).congr_deriv (by ring)

/-- Every Landau-gauge orbital satisfies the stationary Schrödinger equation with
energy 1/2. -/
theorem landauOrbital_energy (k x y : ℝ) :
    landauHam (landauOrbital k) x y = 1 / 2 * landauOrbital k x y := by
  have e1 : covX (fun _ y => y) (landauOrbital k) =
      fun x y => I * ((k : ℂ) + y) * landauOrbital k x y := by
    funext x y
    simp only [covX]
    rw [(orbital_x k x y).deriv]
    ring
  have e2 : covY (fun _ _ => 0) (landauOrbital k) =
      fun x y => -((y : ℂ) + k) * landauOrbital k x y := by
    funext x y
    simp only [covY, Complex.ofReal_zero]
    rw [(orbital_y k x y).deriv]
    ring
  have hl : HasDerivAt (fun t : ℝ => -((t : ℂ) + k)) (-1) y :=
    ((hasDerivAt_id' (y : ℂ)).add_const (k : ℂ)).fun_neg.comp_ofReal
  simp only [landauHam, hamiltonian]
  rw [e1, e2]
  simp only [covX, covY, Complex.ofReal_zero]
  rw [((orbital_x k x y).const_mul (I * ((k : ℂ) + y))).deriv,
    (hl.fun_mul (orbital_y k x y)).deriv]
  linear_combination (-(1 / 2) * ((k : ℂ) + y) ^ 2 * landauOrbital k x y) * Complex.I_sq

end

end LandauGaugeDictionary
```

The compiler's answer:

```
Main.lean:66:52: error: Application type mismatch: The argument
  y
has type
  ℂ
but is expected to have type
  ℝ
in the application
  landauOrbital k x y
```

Diagnosis. The message points to the last `y` in the statement of `e2`: `landauOrbital` expects a real number there, but `y` is complex. The binder in `fun x y` gives no type, and Lean elaborates the two sides of this equation separately, so the left side does not supply one in time. The first use of `y` is `(y : ℂ)`. Lean therefore takes `y` itself to be complex, instead of converting a real `y` to a complex number, and the later `landauOrbital k x y` no longer fits.

Writing `fun (x y : ℝ)` in `e2` fixes `y` as real from the start. Then `(y : ℂ)` is a conversion, and `landauOrbital` receives the real argument it needs. Annotating `x` as well, and writing `(k : ℂ)` for `k`, is mere tidying.

The change to `e1` is also tidying. Its original formula used plain `y`, without `(y : ℂ)`, so `landauOrbital k x y` could settle the type of `y` as real. The new version writes the conversion out, and declaring the variables real keeps that from causing the same error.

The mended proof, as a diff:

```diff
@@ -58,5 +58,5 @@
     landauHam (landauOrbital k) x y = 1 / 2 * landauOrbital k x y := by
   have e1 : covX (fun _ y => y) (landauOrbital k) =
-      fun x y => I * ((k : ℂ) + y) * landauOrbital k x y := by
+      fun (x y : ℝ) => I * ((k : ℂ) + (y : ℂ)) * landauOrbital k x y := by
     funext x y
     simp only [covX]
@@ -64,5 +64,5 @@
     ring
   have e2 : covY (fun _ _ => 0) (landauOrbital k) =
-      fun x y => -((y : ℂ) + k) * landauOrbital k x y := by
+      fun (x y : ℝ) => -((y : ℂ) + (k : ℂ)) * landauOrbital k x y := by
     funext x y
     simp only [covY, Complex.ofReal_zero]
```
